# The Dilute Slope of an Independent Random Alloy Needs Only Host and Single-Impurity Values

An alloy configuration is represented here by the finite set $A$ of its impurity sites, and a transport quantity by an arbitrary real function $F(A)$. There are $N$ sites, and $F$ itself does not depend on the concentration. Site $i$ is an impurity with probability $p_i$, independently of the others, so configuration $A$ has probability

$$P(A)=\prod_{i\in A}p_i\prod_{i\notin A}(1-p_i),$$

and the average is $\langle F\rangle=\sum_A P(A)F(A)$. Expanding $\prod_i[p_i+(1-p_i)]=1$ gives $\sum_A P(A)=1$.

## From configurations to powers of the concentration

Define the cluster term of a set $S$ of sites by

$$\phi(S)=\sum_{T\subseteq S}(-1)^{|S\setminus T|}F(T).$$

Let every site have the same impurity probability $p_i=x$, which is then the mean impurity concentration. The claim is that

$$\langle F\rangle=\sum_{k=0}^{N}c_kx^k,\qquad c_k=\sum_{|S|=k}\phi(S).$$

First expand the host factors over subsets $B$ of the host sites:

$$\prod_{i\notin A}(1-p_i)=\sum_{B\subseteq A^c}(-1)^{|B|}\prod_{i\in B}p_i.$$

Since $A$ and $B$ are disjoint, their products combine into one over $S=A\cup B$. Conversely, $A\subseteq S$ fixes $B=S\setminus A$. Exchanging the sums gives

$$\langle F\rangle=\sum_S\Big(\prod_{i\in S}p_i\Big)\sum_{A\subseteq S}(-1)^{|S\setminus A|}F(A)=\sum_S\Big(\prod_{i\in S}p_i\Big)\phi(S).$$

For $p_i=x$ the product is $x^{|S|}$, and grouping by $|S|=k$ gives the claim. Any other polynomial that agrees with the average on $[0,1]$ differs from this one by a polynomial with infinitely many zeros, which is zero, so the coefficients are unique.

The derivative is $\sum_{k\ge1}k\,c_kx^{k-1}$. At $x=0$ only $c_1$ remains:

$$\left.\frac{d\langle F\rangle}{dx}\right|_{0}=\sum_i\big(F(\{i\})-F(\emptyset)\big).$$

In a simplified calculation, $F$ might be the resistivity of an eight-site supercell, obtained from the Boltzmann equation with one fixed relaxation time for all configurations. The periodically repeated cell has no disorder scattering, and the fixed time does not respond to the impurities, so the average of this $F$ does not describe the residual resistivity of a random alloy. If symmetry makes all eight single-impurity values equal, the slope is $8[F(\{i\})-F(\emptyset)]$: one host run and one impurity run. The coefficient of $x^2$ also requires pairs.

Independence matters. Let two sites be both impurities with probability $x$ and both hosts otherwise, and let $F$ be 1 for the pair and 0 for every other configuration. The average is $x$, with slope 1, while the single-impurity formula gives 0. An impurity probability of $x$ at each site is therefore not enough.

## Cluster terms in Lean

The sites form a type `ι`, and a configuration is a `Finset ι`.

```lean
import Mathlib

namespace DiluteAlloy

noncomputable section

variable {ι : Type*} [DecidableEq ι]
```

`clusterTerm` is $\phi$. Its sign exponent counts the sites of `S \ T`, which avoids subtraction of natural numbers.

```lean
/-- The cluster term of a set `S` of sites: the sum of `F T` over all subsets `T` of `S`,
with a factor `-1` for each site of `S` that is not in `T`. -/
def clusterTerm (F : Finset ι → ℝ) (S : Finset ι) : ℝ :=
  ∑ T ∈ S.powerset, (-1) ^ (S \ T).card * F T
```

For one site, the subsets are the empty set and the site itself.

```lean
/-- The cluster term of one site is the change of `F` when a single impurity is put
into the pure host. -/
theorem clusterTerm_singleton (F : Finset ι → ℝ) (i : ι) :
    clusterTerm F {i} = F {i} - F ∅ := by
  have hp : ({i} : Finset ι).powerset = {∅, {i}} := by
    ext T
    simp [Finset.subset_singleton_iff]
  have h1 : (({i} : Finset ι) \ ∅).card = 1 := by simp
  have h2 : (({i} : Finset ι) \ {i}).card = 0 := by simp
  rw [clusterTerm, hp, Finset.sum_pair (Finset.singleton_ne_empty i).symm, h1, h2]
  ring
```

For two distinct sites, the proof splits the four subsets by whether they contain `i`, then evaluates the signs.

```lean
/-- The cluster term of two distinct sites is the value of `F` for the pair, minus the two
single-impurity values, plus the value for the pure host. -/
theorem clusterTerm_pair (F : Finset ι → ℝ) {i j : ι} (hij : i ≠ j) :
    clusterTerm F {i, j} = F {i, j} - F {i} - F {j} + F ∅ := by
  have hp : ({j} : Finset ι).powerset = {∅, {j}} := by
    ext T
    simp [Finset.subset_singleton_iff]
  have hi : i ∉ ({j} : Finset ι) := by simpa using hij
  have e1 : ({i, j} : Finset ι) \ {i} = {j} := by
    ext a
    simp only [Finset.mem_sdiff, Finset.mem_insert, Finset.mem_singleton]
    constructor
    · rintro ⟨h | h, h'⟩
      · exact absurd h h'
      · exact h
    · rintro rfl
      exact ⟨Or.inr rfl, hij.symm⟩
  have e2 : ({i, j} : Finset ι) \ {j} = {i} := by
    ext a
    simp only [Finset.mem_sdiff, Finset.mem_insert, Finset.mem_singleton]
    constructor
    · rintro ⟨h | h, h'⟩
      · exact h
      · exact absurd h h'
    · rintro rfl
      exact ⟨Or.inl rfl, hij⟩
  have e3 : (({i, j} : Finset ι) \ ∅).card = 2 := by
    rw [Finset.sdiff_empty, Finset.card_pair hij]
  have e4 : (({i, j} : Finset ι) \ {i, j}).card = 0 := by simp
  have e5 : insert i (∅ : Finset ι) = {i} := by simp
  -- split the subsets of the pair by whether they contain `i`
  rw [clusterTerm, Finset.sum_powerset_insert hi, hp,
    Finset.sum_pair (Finset.singleton_ne_empty j).symm,
    Finset.sum_pair (Finset.singleton_ne_empty j).symm, e5, e1, e2, e3, e4,
    Finset.card_singleton, Finset.card_singleton]
  ring
```

## Probabilities and averages

From here on the number of sites is finite. `configProb` is $P(A)$, with `Aᶜ` the set of host sites. The function `p` may take any real values; the reading as probabilities requires $0\le p_i\le1$, but the algebra does not.

```lean
variable [Fintype ι]

/-- The probability that exactly the sites in `A` are impurities, when site `i` is
independently an impurity with probability `p i`. -/
def configProb (p : ι → ℝ) (A : Finset ι) : ℝ :=
  (∏ i ∈ A, p i) * ∏ i ∈ Aᶜ, (1 - p i)
```

`alloyAverage` is the finite sum $\langle F\rangle$.

```lean
/-- The average of `F` over all impurity configurations, weighted by `configProb p`. -/
def alloyAverage (F : Finset ι → ℝ) (p : ι → ℝ) : ℝ :=
  ∑ A, configProb p A * F A
```

`diluteCoeff F k` is $c_k$; `powersetCard` selects the sets with $k$ sites.

```lean
/-- The sum of the cluster terms of all sets of `k` sites. -/
def diluteCoeff (F : Finset ι → ℝ) (k : ℕ) : ℝ :=
  ∑ S ∈ Finset.powersetCard k Finset.univ, clusterTerm F S
```

Normalisation uses `Finset.prod_add`, the expansion of a product of sums.

```lean
/-- The probabilities of all impurity configurations add up to one. -/
theorem sum_configProb (p : ι → ℝ) : ∑ A, configProb p A = 1 := by
  calc ∑ A, configProb p A = ∏ i, (p i + (1 - p i)) := by
        rw [Finset.prod_add, Finset.powerset_univ]
        exact Finset.sum_congr rfl fun A _ => by
          rw [configProb, Finset.compl_eq_univ_sdiff]
    _ = 1 := by simp
```

## The expansion and its coefficients

In the next proof, `hprod` expands the host factors and `hd` records that $A$ and $B$ are disjoint. `Finset.sum_bij'` performs the change of variable between $B$ and $S$, with `A ∪ B` and `S \ A` as inverse maps. `Finset.sum_comm'` then exchanges the sums.

```lean
/-- Cluster expansion for independent sites with site-dependent impurity probabilities: the average
of `F` is the sum over all sets of sites of the cluster term times the product of the probabilities.
-/
theorem cluster_expansion (F : Finset ι → ℝ) (p : ι → ℝ) :
    alloyAverage F p = ∑ S, (∏ i ∈ S, p i) * clusterTerm F S := by
  -- expand the host factors over subsets of the host sites
  have hprod (A : Finset ι) : ∏ i ∈ Aᶜ, (1 - p i) =
      ∑ B ∈ Aᶜ.powerset, (-1) ^ B.card * ∏ i ∈ B, p i := by
    calc ∏ i ∈ Aᶜ, (1 - p i) = ∏ i ∈ Aᶜ, ((-1) * p i + 1) :=
          Finset.prod_congr rfl fun i _ => by ring
      _ = _ := by
          rw [Finset.prod_add]
          refine Finset.sum_congr rfl fun B _ => ?_
          simp only [Finset.prod_mul_distrib, Finset.prod_const, one_pow, mul_one]
  have hd (A B : Finset ι) (h : B ∈ Aᶜ.powerset) : Disjoint A B :=
    Finset.disjoint_left.2 fun i hA hB =>
      Finset.mem_compl.1 (Finset.mem_powerset.1 h hB) hA
  calc alloyAverage F p
      = ∑ A : Finset ι, ∑ B ∈ Aᶜ.powerset,
          (∏ i ∈ A, p i) * ((-1) ^ B.card * ∏ i ∈ B, p i) * F A := by
        simp only [alloyAverage, configProb, hprod, Finset.mul_sum, Finset.sum_mul]
    _ = ∑ A : Finset ι, ∑ S ∈ Finset.univ.filter (fun S => A ⊆ S),
          (∏ i ∈ S, p i) * ((-1) ^ (S \ A).card * F A) := by
        -- regroup by the union `S = A ∪ B`
        refine Finset.sum_congr rfl fun A _ => ?_
        refine Finset.sum_bij' (fun B _ => A ∪ B) (fun S _ => S \ A) ?_ ?_ ?_ ?_ ?_
        · intro B _
          simp
        · intro S _
          exact Finset.mem_powerset.2 fun i hi =>
            Finset.mem_compl.2 (Finset.mem_sdiff.1 hi).2
        · intro B hB
          exact Finset.union_sdiff_cancel_left (hd A B hB)
        · intro S hS
          exact Finset.union_sdiff_of_subset (Finset.mem_filter.1 hS).2
        · intro B hB
          show _ = (∏ i ∈ A ∪ B, p i) * ((-1) ^ ((A ∪ B) \ A).card * F A)
          rw [Finset.prod_union (hd A B hB), Finset.union_sdiff_cancel_left (hd A B hB)]
          ring
    _ = ∑ S : Finset ι, ∑ A ∈ S.powerset,
          (∏ i ∈ S, p i) * ((-1) ^ (S \ A).card * F A) :=
        Finset.sum_comm' (by intro A S; simp)
    _ = _ := by simp only [clusterTerm, Finset.mul_sum]
```

With a constant probability, `Finset.sum_powerset` groups the clusters by size.

```lean
/-- Dilute-alloy expansion: if every site is independently an impurity with probability `x`,
the average of `F` is a polynomial in `x` whose coefficient of `x ^ k` is the sum of the
cluster terms of all sets of `k` sites. -/
theorem dilute_expansion (F : Finset ι → ℝ) (x : ℝ) :
    alloyAverage F (fun _ => x) =
      ∑ k ∈ Finset.range (Fintype.card ι + 1), diluteCoeff F k * x ^ k := by
  rw [cluster_expansion]
  simp only [Finset.prod_const]
  -- group the clusters by their size
  rw [← Finset.powerset_univ, Finset.sum_powerset, Finset.card_univ]
  refine Finset.sum_congr rfl fun k _ => ?_
  rw [diluteCoeff, Finset.sum_mul]
  refine Finset.sum_congr rfl fun S hS => ?_
  rw [(Finset.mem_powersetCard.1 hS).2, mul_comm]
```

No set has more than $N$ sites, so higher coefficients vanish.

```lean
/-- The coefficients vanish beyond the number of sites. -/
theorem diluteCoeff_eq_zero (F : Finset ι → ℝ) {k : ℕ} (hk : Fintype.card ι < k) :
    diluteCoeff F k = 0 := by
  have h : Finset.powersetCard k (Finset.univ : Finset ι) = ∅ :=
    Finset.powersetCard_eq_empty.2 (by rwa [Finset.card_univ])
  rw [diluteCoeff, h, Finset.sum_empty]
```

Uniqueness assumes agreement only for physical concentrations, $0\le x\le1$. The proof builds the polynomial with coefficients $c_j$, identifies it with `P` because the interval is infinite, and reads off coefficient `k`.

```lean
/-- If every site is independently an impurity with probability `x`, any polynomial in `x` that
reproduces the average of `F` for all `x` between 0 and 1 has the sums of cluster terms as its
coefficients. -/
theorem coeff_eq_diluteCoeff (F : Finset ι → ℝ) (P : Polynomial ℝ)
    (hP : ∀ x ∈ Set.Icc (0 : ℝ) 1, P.eval x = alloyAverage F (fun _ => x)) (k : ℕ) :
    P.coeff k = diluteCoeff F k := by
  have hPQ : P = ∑ j ∈ Finset.range (Fintype.card ι + 1),
      Polynomial.C (diluteCoeff F j) * Polynomial.X ^ j := by
    -- two polynomials that agree on an interval are equal
    refine Polynomial.eq_of_infinite_eval_eq _ _
      ((Set.Icc_infinite (zero_lt_one' ℝ)).mono fun x hx => ?_)
    rw [Set.mem_ofPred_eq, hP x hx, dilute_expansion]
    simp [Polynomial.eval_finsetSum]
  rw [hPQ, Polynomial.finsetSum_coeff]
  simp only [Polynomial.coeff_C_mul_X_pow, Finset.sum_ite_eq]
  split_ifs with h
  · rfl
  · rw [Finset.mem_range] at h
    exact (diluteCoeff_eq_zero F (by omega)).symm
```

## The slope at zero concentration

`HasDerivAt` states that the derivative exists and has the given value. It is two-sided, so the average is continued to negative $x$ by the same formula. The proof identifies $c_1$ in `h1`, differentiates term by term in `h`, and keeps only $k=1$ with `Finset.sum_eq_single`.

```lean
/-- If every site is independently an impurity with probability `x`, the slope of the average of `F`
at `x = 0` is the sum over all sites of the change of `F` caused by a single impurity at that site.
-/
theorem dilute_slope (F : Finset ι → ℝ) :
    HasDerivAt (fun x : ℝ => alloyAverage F (fun _ => x)) (∑ i, (F {i} - F ∅)) 0 := by
  have h1 : diluteCoeff F 1 = ∑ i, (F {i} - F ∅) := by
    rw [diluteCoeff, Finset.powersetCard_one, Finset.sum_map]
    exact Finset.sum_congr rfl fun i _ => clusterTerm_singleton F i
  have h : HasDerivAt
      (fun x : ℝ => ∑ k ∈ Finset.range (Fintype.card ι + 1), diluteCoeff F k * x ^ k)
      (∑ k ∈ Finset.range (Fintype.card ι + 1),
        diluteCoeff F k * ((k : ℝ) * 0 ^ (k - 1))) 0 :=
    HasDerivAt.fun_sum fun k _ => (hasDerivAt_pow k (0 : ℝ)).const_mul _
  rw [funext (dilute_expansion F), ← h1]
  refine h.congr_deriv ?_
  -- only the linear term contributes at zero concentration
  rw [Finset.sum_eq_single 1]
  · simp
  · intro k _ hk
    rcases k with _ | _ | k
    · simp
    · exact absurd rfl hk
    · simp
  · intro hk
    rw [Finset.mem_range] at hk
    rw [diluteCoeff_eq_zero F (by omega), zero_mul]

end

end DiluteAlloy
```

```lean
#print axioms DiluteAlloy.clusterTerm_pair
#print axioms DiluteAlloy.sum_configProb
#print axioms DiluteAlloy.coeff_eq_diluteCoeff
#print axioms DiluteAlloy.dilute_slope
```

```
'DiluteAlloy.clusterTerm_pair' depends on axioms: [propext, Classical.choice, Quot.sound]
'DiluteAlloy.sum_configProb' depends on axioms: [propext, Classical.choice, Quot.sound]
'DiluteAlloy.coeff_eq_diluteCoeff' depends on axioms: [propext, Classical.choice, Quot.sound]
'DiluteAlloy.dilute_slope' depends on axioms: [propext, Classical.choice, Quot.sound]
```

For a transport quantity computed configuration by configuration, this reduces the first-order change of its average to host and single-impurity calculations, for a finite set of sites with independent occupations. The limit $N\to\infty$ is left open, as is an $F$ that varies with $x$, for instance through a Fermi level set by the mean composition.
